# The velocity of a non-constant periodic instanton is a zero mode of the second variation of the action

Take a particle of mass m on the parabolic barrier V(q) = −mω²q²/2. In imaginary time t the force in Newton's equation changes sign,

m x'' = V'(x),

so the barrier acts as a well and the particle oscillates: x(t) = A cos(ωt), with a period T that satisfies ωT = 2π. Now deform this path along its own velocity,

y = x' = −Aω sin(ωt), y' = −Aω² cos(ωt).

Since V'' = −mω², the quadratic cost of the deformation has the integrand

m y'² + V''(x) y² = mA²ω⁴ (cos²(ωt) − sin²(ωt)) = mA²ω⁴ cos(2ωt),

which integrates to zero over the period. The cancellation reflects a symmetry: the action does not depend on where the clock starts. For small ε the deformed path x + εx' agrees with the shifted path x(t + ε) up to terms of order ε², and since the action is stationary at a solution of the equation of motion, those terms do not change it at order ε².

## From time translation to the zero mode

Let V be twice continuously differentiable, m ≠ 0, and let x be a T-periodic solution of m x'' = V'(x). Its Euclidean action is

S[x] = ∫₀ᵀ (m x'²/2 + V(x)) dt.

For a periodic fluctuation η, expanding S[x + εη] in the small number ε gives a first-order term that vanishes by the equation of motion, and a second-order term (ε²/2) Q(η), where

Q(η) = ∫₀ᵀ (m η'² + V''(x) η²) dt.

The corresponding bilinear form is

H(y, η) = ∫₀ᵀ (m y'η' + V''(x) y η) dt, with Q(η) = H(η, η).

**Translation.** Replace x(t) by x(t + s). The substitution u = t + s moves the integration range to [s, T + s]. The integrand is T-periodic, so its integral over any full period is the same, and S is unchanged.

**Linearised equation.** The right-hand side of m x'' = V'(x) is differentiable by the chain rule, hence so is the left-hand side. With y = x',

m y'' = V''(x) y.

**Kernel.** For a periodic, continuously differentiable η, the product rule gives

d/dt (m x'' η) = V''(x) x' η + m x'' η'.

The right-hand side is the integrand of H(x', η). Therefore

H(x', η) = m x''(T) η(T) − m x''(0) η(0) = 0,

because x'' and η are periodic. Choosing η = x' gives Q(x') = 0. The statement for all η is the stronger one: Q can take both signs, and then a fluctuation may have Q = 0 through mere cancellation without lying in the kernel of H.

**Flat direction.** For any real c,

Q(η + c x') = Q(η) + 2c H(x', η) + c² Q(x') = Q(η).

**Non-triviality.** If x' vanished everywhere, x would be constant. A non-constant instanton therefore has a non-zero x'.

In semiclassical rate theory a Gaussian integral over fluctuations diverges along such a direction, which is therefore treated separately, as an integral over the time origin; the result here concerns one coordinate and a continuous path, not a discretised ring polymer.

## Paths, action and quadratic forms in Lean

The development rests on Mathlib's calculus and interval integrals.

```lean
import Mathlib

open intervalIntegral

namespace InstantonZeroMode

noncomputable section
```

Potential and path are both functions `ℝ → ℝ`, so there is a single degree of freedom. The structure below collects what is assumed of an instanton: x and x' are differentiable, the imaginary-time Newton equation holds at every t, and x(t + T) = x(t). A constant path resting at a stationary point of V qualifies too. T need not be the shortest period, and no sign is imposed on it; the physical case is T > 0 and m > 0.

```lean
/-- A `T`-periodic path `x` obeying the imaginary-time Newton equation `m x'' = V'(x)`. -/
structure IsInstanton (m T : ℝ) (V x : ℝ → ℝ) : Prop where
  diff : Differentiable ℝ x
  diff_vel : Differentiable ℝ (deriv x)
  newton : ∀ t, m * deriv (deriv x) t = deriv V (x t)
  periodic : Function.Periodic x T
```

The action S becomes an integral over one period, with `deriv x` for the velocity.

```lean
/-- The Euclidean action, the integral of `m x'^2 / 2 + V(x)` over `[0, T]`. -/
def euclideanAction (m T : ℝ) (V x : ℝ → ℝ) : ℝ :=
  ∫ t in (0 : ℝ)..T, (m / 2 * deriv x t ^ 2 + V (x t))
```

The form H is `hessianForm`, with V'' written as `deriv (deriv V)` and evaluated along the path.

```lean
/-- The Hessian form of two fluctuations `y` and `η` about the path `x`: the integral of
`m y' η' + V''(x) y η` over `[0, T]`. -/
def hessianForm (m T : ℝ) (V x y η : ℝ → ℝ) : ℝ :=
  ∫ t in (0 : ℝ)..T,
    (m * (deriv y t * deriv η t) + deriv (deriv V) (x t) * (y t * η t))
```

Its diagonal Q is `secondVariation`.

```lean
/-- The second variation for a fluctuation `y` about the path `x`: the integral of
`m y'^2 + V''(x) y^2` over `[0, T]`. -/
def secondVariation (m T : ℝ) (V x y : ℝ → ℝ) : ℝ :=
  ∫ t in (0 : ℝ)..T, (m * deriv y t ^ 2 + deriv (deriv V) (x t) * y t ^ 2)
```

Here Q is defined by its explicit formula. Another model would define it as the second derivative of S[x + εη] with respect to ε at ε = 0. The formula would then be a theorem, requiring differentiation under the integral sign, and the link to `euclideanAction` would be part of the formal development. As it stands, that link is the expansion given above.

## Regularity and periodicity

The hypothesis `ContDiff ℝ 2 V` says that V is twice continuously differentiable. The first lemma extracts the two consequences used later: V' is differentiable, and V'' is continuous.

```lean
variable {m T : ℝ} {V x : ℝ → ℝ}

/-- For a twice continuously differentiable potential, `V'` is differentiable and `V''` is
continuous. -/
theorem force_regular (hV : ContDiff ℝ 2 V) :
    Differentiable ℝ (deriv V) ∧ Continuous (deriv (deriv V)) := by
  have h : ContDiff ℝ (1 + 1) V := by
    rw [one_add_one_eq_two]
    exact hV
  exact contDiff_one_iff_deriv.1 (contDiff_succ_iff_deriv.1 h).2.2
```

Differentiating f(t + T) = f(t) shows that a derivative inherits the period. Applied twice, this makes x'' periodic.

```lean
/-- The velocity of a periodic path is periodic with the same period. -/
theorem deriv_periodic {f : ℝ → ℝ} (hf : Function.Periodic f T) :
    Function.Periodic (deriv f) T := by
  intro t
  have e : (fun s => f (s + T)) = f := funext hf
  calc deriv f (t + T) = deriv (fun s => f (s + T)) t := (deriv_comp_add_const f T t).symm
    _ = deriv f t := by rw [e]
```

## Invariance of the action

The proof follows the substitution by hand. `hp` states that the integrand is periodic, `integral_comp_add_right` shifts the integration range, and `hp.intervalIntegral_add_eq` moves it back to [0, T]. Only periodicity of the path is needed, not the equation of motion. The theorem records the symmetry behind the zero mode; the later proofs start directly from Newton's equation.

```lean
/-- The Euclidean action of a periodic path is unchanged by a translation in imaginary time. -/
theorem action_time_translation (m : ℝ) (V : ℝ → ℝ) (hx : Function.Periodic x T) (s : ℝ) :
    euclideanAction m T V (fun t => x (t + s)) = euclideanAction m T V x := by
  have hp : Function.Periodic (fun t => m / 2 * deriv x t ^ 2 + V (x t)) T := by
    intro t
    simp only [deriv_periodic hx t, hx t]
  have hd : ∀ t, deriv (fun u => x (u + s)) t = deriv x (t + s) :=
    fun t => deriv_comp_add_const x s t
  calc euclideanAction m T V (fun t => x (t + s))
      = ∫ t in (0 : ℝ)..T, (fun u => m / 2 * deriv x u ^ 2 + V (x u)) (t + s) := by
        simp only [euclideanAction, hd]
    _ = ∫ u in (0 + s)..(T + s), (fun u => m / 2 * deriv x u ^ 2 + V (x u)) u :=
        integral_comp_add_right (fun u => m / 2 * deriv x u ^ 2 + V (x u)) s
    _ = euclideanAction m T V x := by
        rw [zero_add, add_comm T s, hp.intervalIntegral_add_eq s 0, zero_add]
        rfl
```

## Differentiating Newton's equation

The function m x'' is replaced by V'(x), and the chain rule then supplies its derivative V''(x) x'. This also establishes that m x'' is differentiable, which `IsInstanton` does not assume.

```lean
/-- Along an instanton, `m x''` has time derivative `V''(x) x'`. -/
theorem hasDerivAt_force (hV : ContDiff ℝ 2 V) (h : IsInstanton m T V x) (t : ℝ) :
    HasDerivAt (fun s => m * deriv (deriv x) s) (deriv (deriv V) (x t) * deriv x t) t := by
  have e : (fun s => m * deriv (deriv x) s) = fun s => deriv V (x s) := funext h.newton
  rw [e]
  exact ((force_regular hV).1 (x t)).hasDerivAt.comp t (h.diff t).hasDerivAt
```

Dividing by m gives the third derivative of x, and this is where m ≠ 0 enters. The conclusion has two parts: x'' is differentiable, and y = x' satisfies m y'' = V''(x) y.

```lean
/-- The velocity `y = x'` of an instanton is twice differentiable and solves the linearised
equation of motion `m y'' = V''(x) y`. -/
theorem jacobi_equation (hm : m ≠ 0) (hV : ContDiff ℝ 2 V) (h : IsInstanton m T V x) :
    Differentiable ℝ (deriv (deriv x)) ∧
      ∀ t, m * deriv (deriv (deriv x)) t = deriv (deriv V) (x t) * deriv x t := by
  have key : ∀ t, HasDerivAt (deriv (deriv x))
      (deriv (deriv V) (x t) * deriv x t / m) t := by
    intro t
    have h1 := (hasDerivAt_force hV h t).div_const m
    have e : (fun s => m * deriv (deriv x) s / m) = deriv (deriv x) := by
      funext s
      field_simp
    rw [← e]
    exact h1
  refine ⟨fun t => (key t).differentiableAt, fun t => ?_⟩
  rw [(key t).deriv]
  field_simp
```

## The velocity lies in the kernel

In the next proof `hG` is the product rule for m x'' η. The statements `c1` to `c3` show that the resulting integrand is continuous and therefore integrable; integrability is what the fundamental theorem of calculus requires in the form `integral_eq_sub_of_hasDerivAt`. The last line cancels the boundary values by periodicity.

```lean
/-- The Hessian form of the instanton velocity with any continuously differentiable periodic
fluctuation vanishes. -/
theorem hessianForm_velocity (hV : ContDiff ℝ 2 V) (h : IsInstanton m T V x)
    {η : ℝ → ℝ} (hη : ContDiff ℝ 1 η) (hp : Function.Periodic η T) :
    hessianForm m T V x (deriv x) η = 0 := by
  obtain ⟨hd, hc⟩ := contDiff_one_iff_deriv.1 hη
  -- the integrand is the total derivative of `m x'' η`
  have hG : ∀ t, HasDerivAt (fun s => m * deriv (deriv x) s * η s)
      (m * (deriv (deriv x) t * deriv η t) + deriv (deriv V) (x t) * (deriv x t * η t)) t :=
    fun t => ((hasDerivAt_force hV h t).fun_mul (hd t).hasDerivAt).congr_deriv (by ring)
  have c1 : Continuous fun t => m * deriv (deriv x) t :=
    continuous_iff_continuousAt.2 fun t => (hasDerivAt_force hV h t).continuousAt
  have c2 : Continuous fun t => m * (deriv (deriv x) t * deriv η t) :=
    (c1.mul hc).congr fun t => mul_assoc _ _ _
  have c3 : Continuous fun t => m * (deriv (deriv x) t * deriv η t)
      + deriv (deriv V) (x t) * (deriv x t * η t) :=
    c2.add (((force_regular hV).2.comp h.diff.continuous).mul
      (h.diff_vel.continuous.mul hd.continuous))
  unfold hessianForm
  rw [integral_eq_sub_of_hasDerivAt (fun t _ => hG t) (c3.intervalIntegrable 0 T)]
  -- the boundary values agree by periodicity
  rw [(deriv_periodic (deriv_periodic h.periodic)).eq, hp.eq, sub_self]
```

The main theorem combines the linearised equation, the vanishing second variation and the non-triviality of the mode. For the second variation, Q(x') is rewritten as H(x', x'), and the preceding theorem is applied with η = x'; the differentiability of x'' ensures that x' is an admissible fluctuation. For non-triviality, a path that takes two different values cannot have zero derivative everywhere.

```lean
/-- Zero mode of an instanton: `y = x'` satisfies `m y'' = V''(x) y`, its second variation
vanishes, and it is not identically zero if the path is not constant. -/
theorem instanton_zero_mode (hm : m ≠ 0) (hV : ContDiff ℝ 2 V) (h : IsInstanton m T V x) :
    Differentiable ℝ (deriv (deriv x)) ∧
      (∀ t, m * deriv (deriv (deriv x)) t = deriv (deriv V) (x t) * deriv x t) ∧
      secondVariation m T V x (deriv x) = 0 ∧
      ((∃ a b, x a ≠ x b) → deriv x ≠ 0) := by
  obtain ⟨hj, hjac⟩ := jacobi_equation hm hV h
  refine ⟨hj, hjac, ?_, ?_⟩
  · have e : secondVariation m T V x (deriv x) = hessianForm m T V x (deriv x) (deriv x) := by
      simp only [secondVariation, hessianForm, pow_two]
    rw [e]
    exact hessianForm_velocity hV h (contDiff_one_iff_deriv.2 ⟨h.diff_vel, hj.continuous⟩)
      (deriv_periodic h.periodic)
  · rintro ⟨a, b, hab⟩ h0
    exact hab (is_const_of_deriv_eq_zero h.diff (fun t => congrFun h0 t) a b)
```

The theorem does not determine the dimension of the kernel or the number of negative directions.

The flat direction is proved with a slightly different grouping of terms from the one used by hand. Setting ξ = 2η + c x', the expansion reads

Q(η + c x') = Q(η) + c H(x', ξ).

The statement `e` is this identity for the integrands, and `b` says that H(x', ξ) = 0, since ξ is again periodic and continuously differentiable. The remaining steps compute the derivatives and justify splitting the integral.

```lean
/-- Adding a multiple of the instanton velocity to a continuously differentiable periodic
fluctuation does not change its second variation. -/
theorem secondVariation_add_velocity (hm : m ≠ 0) (hV : ContDiff ℝ 2 V)
    (h : IsInstanton m T V x) {η : ℝ → ℝ} (hη : ContDiff ℝ 1 η)
    (hp : Function.Periodic η T) (c : ℝ) :
    secondVariation m T V x (fun t => η t + c * deriv x t) = secondVariation m T V x η := by
  obtain ⟨hd, hc⟩ := contDiff_one_iff_deriv.1 hη
  have ca := (jacobi_equation hm hV h).1.continuous
  have hy : ContDiff ℝ 1 (deriv x) := contDiff_one_iff_deriv.2 ⟨h.diff_vel, ca⟩
  have cw : Continuous fun t => deriv (deriv V) (x t) :=
    (force_regular hV).2.comp h.diff.continuous
  -- the change is `c` times the Hessian form of `x'` with `ξ = 2 η + c x'`
  obtain ⟨ξ, hξ⟩ : ∃ ξ : ℝ → ℝ, ξ = fun t => 2 * η t + c * deriv x t := ⟨_, rfl⟩
  have sξ : ContDiff ℝ 1 ξ := by
    rw [hξ]
    exact (contDiff_const.mul hη).add (contDiff_const.mul hy)
  have pξ : Function.Periodic ξ T := by
    intro t
    simp only [hξ, hp t, deriv_periodic h.periodic t]
  have dξ : ∀ t, deriv ξ t = 2 * deriv η t + c * deriv (deriv x) t := by
    intro t
    rw [hξ]
    exact (((hd t).hasDerivAt.const_mul 2).fun_add
      ((h.diff_vel t).hasDerivAt.const_mul c)).deriv
  have dn : ∀ t, deriv (fun s => η s + c * deriv x s) t
      = deriv η t + c * deriv (deriv x) t := fun t =>
    ((hd t).hasDerivAt.fun_add ((h.diff_vel t).hasDerivAt.const_mul c)).deriv
  have e : ∀ t, m * deriv (fun s => η s + c * deriv x s) t ^ 2
      + deriv (deriv V) (x t) * (η t + c * deriv x t) ^ 2
      = (m * deriv η t ^ 2 + deriv (deriv V) (x t) * η t ^ 2)
        + c * (m * (deriv (deriv x) t * deriv ξ t)
          + deriv (deriv V) (x t) * (deriv x t * ξ t)) := by
    intro t
    rw [dn, dξ, hξ]
    ring
  have c0 : Continuous fun t => m * deriv η t ^ 2 + deriv (deriv V) (x t) * η t ^ 2 :=
    (continuous_const.mul (hc.pow 2)).add (cw.mul (hd.continuous.pow 2))
  have c1 : Continuous fun t => c * (m * (deriv (deriv x) t * deriv ξ t)
      + deriv (deriv V) (x t) * (deriv x t * ξ t)) :=
    continuous_const.mul ((continuous_const.mul
      (ca.mul (contDiff_one_iff_deriv.1 sξ).2)).add
        (cw.mul (h.diff_vel.continuous.mul sξ.continuous)))
  have b : (∫ t in (0 : ℝ)..T, (m * (deriv (deriv x) t * deriv ξ t)
      + deriv (deriv V) (x t) * (deriv x t * ξ t))) = 0 := hessianForm_velocity hV h sξ pξ
  simp only [secondVariation, e]
  rw [integral_add (c0.intervalIntegrable 0 T) (c1.intervalIntegrable 0 T),
    integral_const_mul, b, mul_zero, add_zero]
```

## An explicit instanton on the parabolic barrier

The opening example returns as a definition.

```lean
/-- The parabolic barrier `V(q) = -m ω² q² / 2`. -/
def parabolicBarrier (m ω : ℝ) : ℝ → ℝ := fun q => -(m * ω ^ 2 / 2) * q ^ 2
```

The final theorem checks that this potential is smooth enough and that A cos(ωt) with ωT = 2π satisfies every condition in `IsInstanton`. It also evaluates Q for the uniform displacement η = 1. There η' = 0 and V'' = −mω², so

Q(1) = −mω²T.

For positive m and T this is negative: shifting the whole path sideways lowers the action to second order, while shifting it in time leaves the action unchanged. In the proof, `h1` and `h2` differentiate the path, `dV` and `ddV` differentiate the potential, and periodicity follows from the period 2π of the cosine.

```lean
/-- On the parabolic barrier the path `A cos(ω t)` with `ω T = 2π` is an instanton, and the
uniform displacement has second variation `-m ω² T` about it. -/
theorem parabolicBarrier_witness (m A : ℝ) {ω T : ℝ} (hT : ω * T = 2 * Real.pi) :
    ContDiff ℝ 2 (parabolicBarrier m ω) ∧
      IsInstanton m T (parabolicBarrier m ω) (fun t => A * Real.cos (ω * t)) ∧
      secondVariation m T (parabolicBarrier m ω) (fun t => A * Real.cos (ω * t))
        (fun _ => 1) = -(m * ω ^ 2 * T) := by
  have h0 : ∀ t : ℝ, HasDerivAt (fun s => ω * s) ω t := fun t => by
    simpa using (hasDerivAt_id t).const_mul ω
  have h1 : ∀ t, HasDerivAt (fun s => A * Real.cos (ω * s))
      (-(A * ω) * Real.sin (ω * t)) t :=
    fun t => ((h0 t).cos.const_mul A).congr_deriv (by ring)
  have h2 : ∀ t, HasDerivAt (fun s => -(A * ω) * Real.sin (ω * s))
      (-(A * ω ^ 2) * Real.cos (ω * t)) t :=
    fun t => ((h0 t).sin.const_mul (-(A * ω))).congr_deriv (by ring)
  have e1 : deriv (fun s => A * Real.cos (ω * s))
      = fun s => -(A * ω) * Real.sin (ω * s) := funext fun t => (h1 t).deriv
  have dV : deriv (parabolicBarrier m ω) = fun q => -(m * ω ^ 2) * q := funext fun q =>
    (((hasDerivAt_pow 2 q).const_mul (-(m * ω ^ 2 / 2))).congr_deriv
      (by push_cast; ring)).deriv
  have ddV : ∀ q, deriv (deriv (parabolicBarrier m ω)) q = -(m * ω ^ 2) := by
    intro q
    rw [dV]
    exact (((hasDerivAt_id' q).const_mul (-(m * ω ^ 2))).congr_deriv (mul_one _)).deriv
  refine ⟨contDiff_const.mul (contDiff_id.pow 2), ⟨fun t => (h1 t).differentiableAt, ?_, ?_, ?_⟩, ?_⟩
  · rw [e1]
    exact fun t => (h2 t).differentiableAt
  · intro t
    rw [e1, (h2 t).deriv, dV]
    ring
  · intro t
    show A * Real.cos (ω * (t + T)) = A * Real.cos (ω * t)
    rw [mul_add, hT, Real.cos_add_two_pi]
  · simp only [secondVariation, ddV, deriv_const, integral_const, smul_eq_mul]
    ring

end

end InstantonZeroMode
```

```lean
#print axioms InstantonZeroMode.action_time_translation
-- 'InstantonZeroMode.action_time_translation' depends on axioms: [propext, Classical.choice, Quot.sound]
#print axioms InstantonZeroMode.instanton_zero_mode
-- 'InstantonZeroMode.instanton_zero_mode' depends on axioms: [propext, Classical.choice, Quot.sound]
#print axioms InstantonZeroMode.secondVariation_add_velocity
-- 'InstantonZeroMode.secondVariation_add_velocity' depends on axioms: [propext, Classical.choice, Quot.sound]
```
